# Pauli strings are diagonalised together by single-qubit unitaries exactly when they commute qubit by qubit

## Two commuting strings that single-qubit gates cannot read together

Suppose the terms $X\otimes X$ and $Z\otimes Z$ of a qubit Hamiltonian are put in one measurement group because they commute. The plan is to apply one gate to each qubit, read out all qubits in the computational basis, and obtain both expectation values from the same bit strings. This fails for every choice of gates: at least one of the two operators stays non-diagonal, and the bit-string probabilities alone do not fix its expectation value.

Measurement groups are often formed when a molecular energy is estimated on a quantum computer from a sum of Pauli strings. If the only gates applied between the prepared state and the readout are single-qubit gates, the criterion below says which groups can share a setting.

## The criterion

Let $S$ be a set of Pauli strings on finitely many qubits. A string $s$ assigns a label $s_i\in\{I,X,Y,Z\}$ to each site $i$ and stands for the operator $P_s=\bigotimes_i\sigma_{s_i}$, where $\sigma_I=1$ and the others are the usual Pauli matrices. The following are equivalent:

- There are single-qubit unitaries $U_i$, the same for all members of $S$, such that $UP_sU^\dagger$ is diagonal for every $s\in S$, where $U=\bigotimes_i U_i$.
- For all $s,t\in S$ and every site $i$, $\sigma_{s_i}\sigma_{t_i}=\sigma_{t_i}\sigma_{s_i}$.

## From the whole register to single sites

For bit strings $x,y$, a tensor product has entries $(\bigotimes_i A_i)_{xy}=\prod_i(A_i)_{x_iy_i}$. Products are therefore taken site by site:

$$\sum_z\prod_i (A_i)_{x_iz_i}(B_i)_{z_iy_i}=\prod_i\sum_k (A_i)_{x_ik}(B_i)_{ky_i}.$$

Adjoints are also taken site by site, so $UP_sU^\dagger=\bigotimes_i U_i\sigma_{s_i}U_i^\dagger$.

If all $A_i$ are nonzero, $\bigotimes_i A_i$ is diagonal exactly when every $A_i$ is.

- Let every factor be diagonal and $x\neq y$. Then $x_i\neq y_i$ at some site, and that factor makes the product vanish.
- Let the product be diagonal. Fix a site $i$ and $a\neq b$. At each other site $j$ choose a nonzero entry $(A_j)_{r_jc_j}$. Let $x$ have $a$ at $i$ and $r_j$ elsewhere, and let $y$ have $b$ at $i$ and $c_j$ elsewhere. Since $x\ne y$, the product of entries is zero, so $(A_i)_{ab}=0$.

The rotated factors are nonzero because $\sigma_{s_i}^2=1$ and $U_i$ is invertible. Hence $UP_sU^\dagger$ is diagonal exactly when each $U_i\sigma_{s_i}U_i^\dagger$ is.

## Both directions at one site

**Diagonalisable implies commuting.** If $D=U_iAU_i^\dagger$ and $E=U_iBU_i^\dagger$ are diagonal, then $AB=U_i^\dagger DEU_i=U_i^\dagger EDU_i=BA$. Take $A=\sigma_{s_i}$ and $B=\sigma_{t_i}$.

**Commuting implies diagonalisable.** Two different Pauli matrices other than the identity anticommute, and their product is nonzero, so they do not commute. At each site the family therefore contains at most one axis besides $I$. Call it $b_i$, and put $b_i=Z$ if only $I$ occurs. The gates

$$V_X=\frac{e^{\mathrm i\pi/4}}{\sqrt2}\begin{pmatrix}1&1\\1&-1\end{pmatrix},\quad V_Y=\frac{e^{\mathrm i\pi/4}}{\sqrt2}\begin{pmatrix}1&-\mathrm i\\1&\mathrm i\end{pmatrix},\quad V_Z=1$$

are unitary and satisfy $V_P\sigma_PV_P^\dagger=\sigma_Z$, by multiplication; here $\mathrm i$ is the imaginary unit. With $U_i=V_{b_i}$, each rotated factor is $1$ or $\sigma_Z$, hence diagonal.

For the opening example, $XZ=-ZX$ at each site. The two signs cancel in the product, so the strings commute, but the criterion fails at either site.

## One qubit, and none

On one qubit, $U$ is an arbitrary single-qubit unitary and qubit-wise commutation is ordinary commutation, so the two notions first differ at two qubits. With no qubits there is one empty bit string, every matrix is $1\times1$, and both conditions hold.

## The Lean definitions in physical terms

The finite type `ι` labels the sites, and `ι → Fin 2` is the set of bit strings. `S` is any set of strings without coefficients; a nonzero scalar factor would not affect diagonality. The label `Pauli.I` is the identity, whereas `Complex.I` is the imaginary unit. `QubitwiseCommuting` is the second condition above. `LocallyDiagonalisable` is the first, with one `U` chosen before the members of `S` are considered. The gate acts on the state before readout, which gives the order $UPU^\dagger$.

The theorem concerns matrices. Passing from a diagonal matrix to measured data uses the Born rule and assumes ideal gates and readout. How to divide a Hamiltonian into groups is a separate question.

```lean
import Mathlib

open Matrix

namespace QubitwiseCommutation

noncomputable section

/-- The four labels of single-qubit Pauli operators. -/
inductive Pauli
  | I | X | Y | Z

/-- The 2×2 matrix of a single-qubit Pauli operator. -/
def pauli : Pauli → Matrix (Fin 2) (Fin 2) ℂ
  | .I => 1
  | .X => !![0, 1; 1, 0]
  | .Y => !![0, -Complex.I; Complex.I, 0]
  | .Z => !![1, 0; 0, -1]

/-- Single-qubit gates for reading out a Pauli axis: for X the Hadamard gate up to a phase,
for Y its analogue, and for Z and I no gate at all. -/
def basisChange : Pauli → Matrix (Fin 2) (Fin 2) ℂ
  | .I => 1
  | .X => !![(1 + Complex.I) / 2, (1 + Complex.I) / 2;
             (1 + Complex.I) / 2, (-1 - Complex.I) / 2]
  | .Y => !![(1 + Complex.I) / 2, (1 - Complex.I) / 2;
             (1 + Complex.I) / 2, (-1 + Complex.I) / 2]
  | .Z => 1

variable {ι : Type*} [Fintype ι]

/-- The tensor product of one single-qubit operator per site, as a matrix on bit strings. -/
def tensor (A : ι → Matrix (Fin 2) (Fin 2) ℂ) : Matrix (ι → Fin 2) (ι → Fin 2) ℂ :=
  Matrix.of fun x y => ∏ i, A i (x i) (y i)

/-- The many-qubit operator of a Pauli string. -/
def pauliString (s : ι → Pauli) : Matrix (ι → Fin 2) (ι → Fin 2) ℂ :=
  tensor fun i => pauli (s i)

/-- At every site, the single-qubit factors of any two members of the family commute. -/
def QubitwiseCommuting (S : Set (ι → Pauli)) : Prop :=
  ∀ s ∈ S, ∀ t ∈ S, ∀ i, pauli (s i) * pauli (t i) = pauli (t i) * pauli (s i)

variable [DecidableEq ι]

/-- Conjugation with one tensor product of single-qubit unitaries makes every member of the
family diagonal in the computational basis. -/
def LocallyDiagonalisable (S : Set (ι → Pauli)) : Prop :=
  ∃ U : ι → Matrix (Fin 2) (Fin 2) ℂ, (∀ i, U i ∈ unitaryGroup (Fin 2) ℂ) ∧
    ∀ s ∈ S, (tensor U * pauliString s * (tensor U)ᴴ).IsDiag

/-- Tensor products of single-qubit operators multiply site by site. -/
theorem tensor_mul (A B : ι → Matrix (Fin 2) (Fin 2) ℂ) :
    tensor A * tensor B = tensor fun i => A i * B i := by
  ext x y
  simp only [tensor, Matrix.mul_apply, Matrix.of_apply, ← Finset.prod_mul_distrib]
  exact (Fintype.prod_sum fun i k => A i (x i) k * B i k (y i)).symm

/-- A tensor product of nonzero single-qubit operators is diagonal exactly when every factor
is diagonal. -/
theorem tensor_isDiag_iff (A : ι → Matrix (Fin 2) (Fin 2) ℂ) (hA : ∀ i, A i ≠ 0) :
    (tensor A).IsDiag ↔ ∀ i, (A i).IsDiag := by
  constructor
  · intro h i a b hab
    -- pick a nonzero entry at every site, and the entry (a, b) at site i
    have hx : ∀ j, ∃ p : Fin 2 × Fin 2, A j p.1 p.2 ≠ 0 := by
      intro j
      by_contra hc
      push Not at hc
      exact hA j (by ext a b; exact hc (a, b))
    choose p hp using hx
    have hxy : Function.update (fun j => (p j).1) i a ≠
        Function.update (fun j => (p j).2) i b :=
      fun e => hab (by simpa using congrFun e i)
    have h0 : ∏ j, A j (Function.update (fun j => (p j).1) i a j)
        (Function.update (fun j => (p j).2) i b j) = 0 := h hxy
    obtain ⟨j, -, hj⟩ := Finset.prod_eq_zero_iff.mp h0
    by_cases hji : j = i
    · subst hji
      simpa using hj
    · exact absurd (by simpa [hji] using hj) (hp j)
  · intro h x y hxy
    obtain ⟨i, hi⟩ := Function.ne_iff.mp hxy
    exact Finset.prod_eq_zero (Finset.mem_univ i) (h i hi)

/-- Two single-qubit Pauli operators commute exactly when one of them is the identity or
they are equal. -/
theorem pauli_commute_iff (P Q : Pauli) :
    pauli P * pauli Q = pauli Q * pauli P ↔ P = .I ∨ Q = .I ∨ P = Q := by
  constructor
  · intro h
    have e : (pauli P * pauli Q) 0 0 = (pauli Q * pauli P) 0 0 ∧
        (pauli P * pauli Q) 0 1 = (pauli Q * pauli P) 0 1 := by
      rw [h]
      exact ⟨rfl, rfl⟩
    cases P <;> cases Q <;>
      simp [pauli, Matrix.mul_apply, Fin.sum_univ_two] at e ⊢ <;>
      norm_num [Complex.ext_iff] at e
  · rintro (rfl | rfl | rfl) <;> simp [pauli]

/-- Every readout gate is unitary. -/
theorem basisChange_mem (P : Pauli) : basisChange P ∈ unitaryGroup (Fin 2) ℂ := by
  have h2 : (starRingEnd ℂ) 2 = 2 := Complex.ext (by simp) (by simp)
  rw [mem_unitaryGroup_iff, star_eq_conjTranspose]
  cases P <;> ext i j <;> fin_cases i <;> fin_cases j <;>
    simp [basisChange, Matrix.mul_apply, Fin.sum_univ_two, Complex.ext_iff, h2] <;> norm_num

/-- The readout gate of X, Y or Z turns that operator into Z. -/
theorem basisChange_conj (P : Pauli) (hP : P ≠ .I) :
    basisChange P * pauli P * (basisChange P)ᴴ = pauli .Z := by
  have h2 : (starRingEnd ℂ) 2 = 2 := Complex.ext (by simp) (by simp)
  cases P
  · exact absurd rfl hP
  all_goals
    ext i j
    fin_cases i <;> fin_cases j <;>
      simp [basisChange, pauli, Matrix.mul_apply, Fin.sum_univ_two, Complex.ext_iff, h2] <;>
      norm_num

/-- Two single-qubit operators that the same unitary makes diagonal commute. -/
theorem commute_of_isDiag_conj {U A B : Matrix (Fin 2) (Fin 2) ℂ}
    (hU : U ∈ unitaryGroup (Fin 2) ℂ) (hA : (U * A * Uᴴ).IsDiag)
    (hB : (U * B * Uᴴ).IsDiag) : A * B = B * A := by
  have hu : Uᴴ * U = 1 := mem_unitaryGroup_iff'.mp hU
  have back : ∀ M N : Matrix (Fin 2) (Fin 2) ℂ,
      M * N = Uᴴ * ((U * M * Uᴴ) * (U * N * Uᴴ)) * U := by
    intro M N
    calc M * N = (Uᴴ * U) * M * (Uᴴ * U) * N * (Uᴴ * U) := by rw [hu]; simp
      _ = _ := by simp only [Matrix.mul_assoc]
  -- diagonal matrices commute
  have hd : ∀ D E : Matrix (Fin 2) (Fin 2) ℂ, D.IsDiag → E.IsDiag → D * E = E * D := by
    intro D E hD hE
    rw [← hD.diagonal_diag, ← hE.diagonal_diag, diagonal_mul_diagonal,
      diagonal_mul_diagonal]
    congr 1
    funext k
    exact mul_comm _ _
  rw [back A B, hd _ _ hA hB, ← back B A]

/-- A Pauli string rotated by single-qubit unitaries is diagonal exactly when each of its
rotated single-qubit factors is diagonal. -/
theorem conj_pauliString_isDiag_iff (U : ι → Matrix (Fin 2) (Fin 2) ℂ)
    (hU : ∀ i, U i ∈ unitaryGroup (Fin 2) ℂ) (s : ι → Pauli) :
    (tensor U * pauliString s * (tensor U)ᴴ).IsDiag ↔
      ∀ i, (U i * pauli (s i) * (U i)ᴴ).IsDiag := by
  have hstar : (tensor U)ᴴ = tensor fun i => (U i)ᴴ := by
    ext x y
    simp [tensor, Matrix.conjTranspose_apply]
  rw [pauliString, hstar, tensor_mul, tensor_mul]
  refine tensor_isDiag_iff _ fun i h0 => ?_
  -- a rotated Pauli matrix cannot vanish, since Pauli matrices square to one
  have hu : (U i)ᴴ * U i = 1 := mem_unitaryGroup_iff'.mp (hU i)
  have hz : pauli (s i) = 0 := by
    calc pauli (s i) = ((U i)ᴴ * U i) * pauli (s i) * ((U i)ᴴ * U i) := by rw [hu]; simp
      _ = (U i)ᴴ * (U i * pauli (s i) * (U i)ᴴ) * U i := by simp only [Matrix.mul_assoc]
      _ = 0 := by rw [h0]; simp
  have hsq : ∀ P, pauli P * pauli P = 1 := by
    intro P
    cases P <;> ext a b <;> fin_cases a <;> fin_cases b <;> simp [pauli]
  have h1 := hsq (s i)
  rw [hz] at h1
  simp at h1

/-- For a qubit-wise commuting family one can choose an axis X, Y or Z at each site so that
the readout gates of these axes make every member diagonal. -/
theorem exists_measurement_setting {S : Set (ι → Pauli)} (hS : QubitwiseCommuting S) :
    ∃ b : ι → Pauli, (∀ i, b i ≠ .I) ∧ ∀ s ∈ S,
      (tensor (fun i => basisChange (b i)) * pauliString s *
        (tensor fun i => basisChange (b i))ᴴ).IsDiag := by
  -- at each site only the identity and one axis occur
  have site : ∀ i, ∃ P : Pauli, P ≠ .I ∧ ∀ s ∈ S, s i = .I ∨ s i = P := by
    intro i
    by_cases h : ∃ t ∈ S, t i ≠ .I
    · obtain ⟨t, ht, hti⟩ := h
      refine ⟨t i, hti, fun s hs => ?_⟩
      rcases (pauli_commute_iff _ _).mp (hS t ht s hs i) with h | h | h
      · exact absurd h hti
      · exact Or.inl h
      · exact Or.inr h.symm
    · push Not at h
      exact ⟨.Z, by simp, fun s hs => Or.inl (h s hs)⟩
  choose b hb hbS using site
  refine ⟨b, hb, fun s hs => ?_⟩
  rw [conj_pauliString_isDiag_iff _ (fun i => basisChange_mem (b i))]
  intro i
  rcases hbS i s hs with h | h
  · have hu : basisChange (b i) * (basisChange (b i))ᴴ = 1 :=
      mem_unitaryGroup_iff.mp (basisChange_mem (b i))
    rw [h, pauli, Matrix.mul_one, hu]
    exact isDiag_one
  · have hZ : pauli .Z = diagonal ![1, -1] := by
      ext a c
      fin_cases a <;> fin_cases c <;> simp [pauli]
    rw [h, basisChange_conj _ (hb i), hZ]
    exact isDiag_diagonal _

/-- A family of Pauli strings is simultaneously diagonalised by one tensor product of
single-qubit unitaries if and only if it commutes qubit by qubit. -/
theorem locallyDiagonalisable_iff (S : Set (ι → Pauli)) :
    LocallyDiagonalisable S ↔ QubitwiseCommuting S := by
  constructor
  · rintro ⟨U, hU, hd⟩ s hs t ht i
    exact commute_of_isDiag_conj (hU i)
      ((conj_pauliString_isDiag_iff U hU s).mp (hd s hs) i)
      ((conj_pauliString_isDiag_iff U hU t).mp (hd t ht) i)
  · intro h
    obtain ⟨b, -, hb⟩ := exists_measurement_setting h
    exact ⟨fun i => basisChange (b i), fun i => basisChange_mem (b i), hb⟩

/-- The two-qubit strings XX and ZZ commute as operators, yet no tensor product of
single-qubit unitaries diagonalises both. -/
theorem xx_zz_commute_not_locallyDiagonalisable :
    pauliString (fun _ : Fin 2 => Pauli.X) * pauliString (fun _ => Pauli.Z) =
      pauliString (fun _ => Pauli.Z) * pauliString (fun _ => Pauli.X) ∧
    ¬ LocallyDiagonalisable {(fun _ : Fin 2 => Pauli.X), (fun _ => Pauli.Z)} := by
  constructor
  · -- the two signs from the two sites cancel
    have h : pauli .X * pauli .Z = -(pauli .Z * pauli .X) := by
      ext i j
      fin_cases i <;> fin_cases j <;> simp [pauli]
    simp only [pauliString, tensor_mul, h]
    ext x y
    simp only [tensor, Matrix.of_apply, Fin.prod_univ_two, Matrix.neg_apply]
    ring
  · rw [locallyDiagonalisable_iff]
    intro h
    have h0 := (pauli_commute_iff _ _).mp
      (h (fun _ => Pauli.X) (by simp) (fun _ => Pauli.Z) (by simp) 0)
    simp at h0

end

end QubitwiseCommutation
```

```lean
#print axioms QubitwiseCommutation.conj_pauliString_isDiag_iff
#print axioms QubitwiseCommutation.xx_zz_commute_not_locallyDiagonalisable
```

```
'QubitwiseCommutation.conj_pauliString_isDiag_iff' depends on axioms: [propext, Classical.choice, Quot.sound]
'QubitwiseCommutation.xx_zz_commute_not_locallyDiagonalisable' depends on axioms: [propext, Classical.choice, Quot.sound]
```

## How the lemmas fit together

`tensor_mul` is the exchange of sum and product, supplied by `Fintype.prod_sum`. In `tensor_isDiag_iff`, `choose` picks the nonzero entries and `Function.update` inserts $a$ and $b$ at site $i$. A vanishing product then has a vanishing factor, which can only be the one at $i$. `conj_pauliString_isDiag_iff` applies this to rotated strings and shows that their factors are nonzero.

`commute_of_isDiag_conj` is the forward argument at one site; its auxiliary identity `back` writes $MN$ through the rotated matrices. `pauli_commute_iff` runs through all pairs of labels and compares two matrix entries, which is enough to detect every non-commuting pair. `basisChange_mem` and `basisChange_conj` check the gates entry by entry.

`exists_measurement_setting` finds the axis at each site. If some member has a non-identity label there, that label is the axis; otherwise `Z` is used. It proves slightly more than the converse needs, since it returns the setting `b` explicitly as a choice of axes.

`locallyDiagonalisable_iff` joins the two directions. The last theorem proves that $XX$ and $ZZ$ commute by cancelling the two signs, then uses the equivalence and the labels at site `0` to exclude a common local diagonalisation.
